# Central-force bonds with cubic symmetry satisfy the Huang conditions

The theorem `huang_of_cubic_symmetry` concerns a finite set of bond vectors `R` with central-force blocks -A(R) R_a R_b - B(R) δ_ab. If the set and the values of `B` on it are unchanged when any coordinate is reflected or any two are exchanged, then the brackets, defined as -1/(2V) times the sum of block times R_c R_d, satisfy [ab,cd] = [cd,ab] for all indices. Nothing is assumed about the symmetry of `A`. The proof uses the earlier equivalence between these conditions and a stress, 1/(2V) times the sum of B(R) R_c R_d, that is a multiple of the identity. Exchanging two axes is to make the diagonal stresses equal, and reflecting one axis is to make the off-diagonal ones vanish.

Lean 4 with Mathlib refuses this proof:

```lean
import Mathlib

open Matrix

namespace CentralForceHuang

noncomputable section

variable {n : Type*} [DecidableEq n]

/-- Central-force block `Φ_ab(R) = -A(R) R_a R_b - B(R) δ_ab` of the bond vector `R`. -/
def forceConstant (A B : (n → ℝ) → ℝ) (R : n → ℝ) (a b : n) : ℝ :=
  -A R * R a * R b - B R * (1 : Matrix n n ℝ) a b

/-- The bracket `[ab,cd] = -(1/2V) ∑ Φ_ab(R) R_c R_d` over the bond vectors in `s`. -/
def bracket (s : Finset (n → ℝ)) (A B : (n → ℝ) → ℝ) (V : ℝ) (a b c d : n) : ℝ :=
  -(1 / (2 * V)) * ∑ R ∈ s, forceConstant A B R a b * R c * R d

/-- The stress `S_cd = (1/2V) ∑ B(R) R_c R_d` carried by the bonds. -/
def stress (s : Finset (n → ℝ)) (B : (n → ℝ) → ℝ) (V : ℝ) : Matrix n n ℝ :=
  Matrix.of fun c d => 1 / (2 * V) * ∑ R ∈ s, B R * R c * R d

/-- The quartic bond sum `(1/2V) ∑ A(R) R_a R_b R_c R_d`. -/
def quartic (s : Finset (n → ℝ)) (A : (n → ℝ) → ℝ) (V : ℝ) (a b c d : n) : ℝ :=
  1 / (2 * V) * ∑ R ∈ s, A R * R a * R b * R c * R d

/-- The Huang conditions: `[ab,cd] = [cd,ab]` for all Cartesian indices. -/
def HuangConditions (s : Finset (n → ℝ)) (A B : (n → ℝ) → ℝ) (V : ℝ) : Prop :=
  ∀ a b c d, bracket s A B V a b c d = bracket s A B V c d a b

/-- The bracket is the quartic bond sum plus `δ_ab S_cd`. -/
theorem bracket_eq (s : Finset (n → ℝ)) (A B : (n → ℝ) → ℝ) (V : ℝ) (a b c d : n) :
    bracket s A B V a b c d
      = quartic s A V a b c d + (1 : Matrix n n ℝ) a b * stress s B V c d := by
  simp only [bracket, forceConstant, quartic, stress, Matrix.of_apply, Finset.mul_sum,
    ← Finset.sum_add_distrib]
  refine Finset.sum_congr rfl fun R _ => ?_
  ring

/-- Exchanging the index pairs changes the bracket by `δ_ab S_cd - δ_cd S_ab`. -/
theorem bracket_sub_bracket (s : Finset (n → ℝ)) (A B : (n → ℝ) → ℝ) (V : ℝ) (a b c d : n) :
    bracket s A B V a b c d - bracket s A B V c d a b
      = (1 : Matrix n n ℝ) a b * stress s B V c d
        - (1 : Matrix n n ℝ) c d * stress s B V a b := by
  -- the quartic part does not see the exchange
  have hq : quartic s A V a b c d = quartic s A V c d a b := by
    unfold quartic
    congr 1
    exact Finset.sum_congr rfl fun R _ => by ring
  rw [bracket_eq, bracket_eq, hq]
  ring

/-- For central forces all Huang conditions hold if and only if the stress is a multiple of the
identity. -/
theorem huang_iff_isotropic_stress (s : Finset (n → ℝ)) (A B : (n → ℝ) → ℝ) (V : ℝ) :
    HuangConditions s A B V ↔ ∃ p : ℝ, stress s B V = p • (1 : Matrix n n ℝ) := by
  constructor
  · intro h
    rcases isEmpty_or_nonempty n with hn | ⟨⟨a⟩⟩
    · exact ⟨0, by ext c; exact hn.elim c⟩
    · -- the conditions with a = b express every stress component through `S_aa`
      refine ⟨stress s B V a a, ?_⟩
      ext c d
      have h1 := bracket_sub_bracket s A B V a a c d
      rw [h a a c d, sub_self, Matrix.one_apply_eq] at h1
      simp only [Matrix.smul_apply, smul_eq_mul]
      linear_combination -h1
  · rintro ⟨p, hp⟩ a b c d
    have h1 := bracket_sub_bracket s A B V a b c d
    rw [hp] at h1
    simp only [Matrix.smul_apply, smul_eq_mul] at h1
    linear_combination h1

/-- If the bonds and their `B` are invariant under reflection of each coordinate and exchange of
any two coordinates, all Huang conditions hold. -/
theorem huang_of_cubic_symmetry (s : Finset (n → ℝ)) (A B : (n → ℝ) → ℝ) (V : ℝ)
    (hflip : ∀ R ∈ s, ∀ c, Function.update R c (-R c) ∈ s ∧
      B (Function.update R c (-R c)) = B R)
    (hswap : ∀ R ∈ s, ∀ c d, (fun i => R (Equiv.swap c d i)) ∈ s ∧
      B (fun i => R (Equiv.swap c d i)) = B R) :
    HuangConditions s A B V := by
  rw [huang_iff_isotropic_stress]
  rcases isEmpty_or_nonempty n with hn | ⟨⟨a⟩⟩
  · exact ⟨0, by ext c; exact hn.elim c⟩
  refine ⟨stress s B V a a, ?_⟩
  ext c d
  simp only [Matrix.smul_apply, smul_eq_mul]
  by_cases hcd : c = d
  · -- exchanging two axes equalises the diagonal stresses
    subst hcd
    rw [Matrix.one_apply_eq, mul_one]
    simp only [stress, Matrix.of_apply]
    congr 1
    refine Finset.sum_nbij' (fun R i => R (Equiv.swap c a i)) (fun R i => R (Equiv.swap c a i))
      (fun R hR => (hswap R hR c a).1) (fun R hR => (hswap R hR c a).1)
      (fun R _ => by funext i; simp) (fun R _ => by funext i; simp) (fun R hR => ?_)
    rw [(hswap R hR c a).2, Equiv.swap_apply_right]
  · -- reflecting one axis reverses the shear stress
    have h : ∑ R ∈ s, B R * R c * R d = ∑ R ∈ s, -(B R * R c * R d) := by
      refine Finset.sum_nbij' (fun R => Function.update R c (-R c))
        (fun R => Function.update R c (-R c))
        (fun R hR => (hflip R hR c).1) (fun R hR => (hflip R hR c).1)
        (fun R _ => by simp) (fun R _ => by simp) (fun R hR => ?_)
      rw [(hflip R hR c).2, Function.update_self, Function.update_of_ne (Ne.symm hcd)]
      ring
    rw [Finset.sum_neg_distrib] at h
    have h0 : ∑ R ∈ s, B R * R c * R d = 0 := by linarith
    simp only [stress, Matrix.of_apply]
    rw [h0, Matrix.one_apply_ne hcd, mul_zero, mul_zero]

end

end CentralForceHuang
```

Messages:

```
Main.lean:97:28: error: Tactic `rewrite` failed: Did not find an occurrence of the pattern
  (Equiv.swap ?a ?b) ?b
in the target expression
  B R * R c * R c = B R * (fun i => R ((Equiv.swap c a) i)) a * (fun i => R ((Equiv.swap c a) i)) a

case pos.e_a
n : Type u_1
inst✝ : DecidableEq n
s : Finset (n → ℝ)
A B : (n → ℝ) → ℝ
V : ℝ
hflip : ∀ R ∈ s, ∀ (c : n), Function.update R c (-R c) ∈ s ∧ B (Function.update R c (-R c)) = B R
hswap : ∀ R ∈ s, ∀ (c d : n), (fun i => R ((Equiv.swap c d) i)) ∈ s ∧ (B fun i => R ((Equiv.swap c d) i)) = B R
a c : n
R : n → ℝ
hR : R ∈ s
⊢ B R * R c * R c = B R * (fun i => R ((Equiv.swap c a) i)) a * (fun i => R ((Equiv.swap c a) i)) a
```

Cause. The error is in the diagonal case, where the sums for axes `c` and `a` are matched by exchanging those coordinates. The first rewrite, with the invariance of `B`, succeeds. The second, with `Equiv.swap_apply_right`, looks for a swap applied to its own second argument, and finds none.

The target contains `(fun i => R ((Equiv.swap c a) i)) a`, a function not yet evaluated at `a`. Inside it the swap acts on the bound variable `i`, so the term `(Equiv.swap c a) a` does not yet appear. The two expressions are equal by definition, but `rw` searches for the pattern in the target as it stands and does not first carry out this evaluation.

The repair keeps the first rewrite and hands the second lemma to `simp only`, which does evaluate such applications. The factor becomes `R ((Equiv.swap c a) a)`, the lemma turns it into `R c`, and both sides of the goal are then the same, which closes it.

After these edits no error is left:

```diff
@@ -95,5 +95,6 @@
       (fun R hR => (hswap R hR c a).1) (fun R hR => (hswap R hR c a).1)
       (fun R _ => by funext i; simp) (fun R _ => by funext i; simp) (fun R hR => ?_)
-    rw [(hswap R hR c a).2, Equiv.swap_apply_right]
+    rw [(hswap R hR c a).2]
+    simp only [Equiv.swap_apply_right]
   · -- reflecting one axis reverses the shear stress
     have h : ∑ R ∈ s, B R * R c * R d = ∑ R ∈ s, -(B R * R c * R d) := by
```
